# On a square lattice with the force along x, the ky-averaged transverse drift of a semiclassical Bloch electron over one Bloch period, in units of the lattice constant, is the zone integral of the Berry curvature divided by 2π

## One trajectory gives the wrong number

Suppose the transverse displacement of a single Bloch electron during one Bloch period is used to read off the integrated Berry curvature of its band. Take a square lattice in two dimensions, the band energy $E=\sin k_y$, a constant curvature $C/(2\pi)$ and a force $F>0$ along $x$. The number to be read off is $C$, the zone integral of the curvature divided by $2\pi$. In units with $\hbar=1$ and lattice constant 1, the displacement is

$$C+\frac{2\pi\cos k_y}{F},$$

which differs from $C$ unless $\cos k_y=0$. Weakening the field makes the error larger, because the electron spends longer moving with its ordinary group velocity. Averaging uniformly over $k_y$ removes this error for any smooth periodic band and any force $F>0$, as long as the electron stays in that band and is not scattered.

## Equation of motion

The crystal is a two-dimensional square lattice. Units are chosen so that $\hbar=1$ and the lattice constant is 1, and $F$ is the force, with the charge included. Crystal momentum moves along $k_x=k_0+Ft$, where $k_0$ is its initial value, while $k_y$ stays fixed. The transverse position $y$ obeys

$$\dot y=\frac{\partial E}{\partial k_y}(k_0+Ft,k_y)+F\,W(k_0+Ft,k_y).$$

The first term is the group velocity, written $v(k_x,k_y)$ below. The second is the anomalous velocity. The function $W$ stands for the $z$ component of the Berry curvature $\boldsymbol\Omega$, with the sign convention $\dot{\mathbf r}=\nabla_{\mathbf k}E-\dot{\mathbf k}\times\boldsymbol\Omega$.

The energy $E$ is continuously differentiable in both momenta jointly and $2\pi$-periodic in $k_y$. The function $W$ is jointly continuous and $2\pi$-periodic in both momenta. The real number $C$ is defined by

$$\int_0^{2\pi}\!dq\int_0^{2\pi}\!dk\;W(k,q)=2\pi C,$$

where $k$ runs over $k_x$ and $q$ over $k_y$.

## Displacement at fixed ky

Integrate the equation of motion from $0$ to $T$ and substitute $k=k_0+Ft$, so that $dt=dk/F$:

$$y(T)-y(0)=\frac1F\int_{k_0}^{k_0+FT}v(k,k_y)\,dk+\int_{k_0}^{k_0+FT}W(k,k_y)\,dk.$$

The factor $F$ in the anomalous velocity cancels the $1/F$ from the change of variable. The curvature part therefore depends only on the momentum interval swept, and the dispersive part carries the factor $1/F$. For one Bloch period, $T=2\pi/F$ with $F>0$, both integrals run from $k_0$ to $k_0+2\pi$.

## Average over ky

Average the displacement over $q\in[q_0,q_0+2\pi]$, where $q_0$ is arbitrary. In the dispersive part the integrand is continuous, so the two integrals can be exchanged. At each $k$,

$$\int_{q_0}^{q_0+2\pi}\frac{\partial E}{\partial q}(k,q)\,dq=E(k,q_0+2\pi)-E(k,q_0)=0,$$

and the dispersive part vanishes. Periodicity of $E$ in $k_x$ has not been used.

In the curvature part, periodicity of $W$ in $k$ replaces the interval $[k_0,k_0+2\pi]$ by $[0,2\pi]$. Periodicity in $q$ does the same for the outer interval. Hence

$$\frac1{2\pi}\int_{q_0}^{q_0+2\pi}\bigl[y_q(2\pi/F)-y_q(0)\bigr]dq=\frac{2\pi C}{2\pi}=C,$$

where $y_q$ is the trajectory at $k_y=q$.

## Reversing the field at a single ky

The curvature part can also be isolated without averaging, provided that $E$ and $W$ are both periodic in $k_x$. Let $z$ be the trajectory under $-F$ with the same $k_0$ and $k_y$. It sweeps the zone backwards, from $k_0$ to $k_0-2\pi$, and a backward sweep changes the sign of the integral of a periodic function. In the dispersive part this sign cancels the one from $1/(-F)$; in the curvature part it remains:

$$z(2\pi/F)-z(0)=\frac1F\int_{k_0}^{k_0+2\pi}v(k,k_y)\,dk-\int_{k_0}^{k_0+2\pi}W(k,k_y)\,dk.$$

Half the difference of the displacements under $F$ and $-F$ is therefore $\int_{k_0}^{k_0+2\pi}W(k,k_y)\,dk$. This integral can depend on $k_y$, so a single $k_y$ need not give $C$; its average over $k_y$ does.

## The Lean statement in words

`groupVelocity E kx ky` is the derivative of the actual band energy with respect to its second argument, not an independent function. `IsDrift E W F k0 ky y` says that `y` satisfies the equation of motion at every real time.

In `mean_displacement`, `y` is a family of trajectories, and `y q` is the one at $k_y=q$. All of them start from the same `k0`, but their initial positions may depend on `q` in any way, since only displacements enter. `Function.uncurry` turns a function of two arguments into a function on the plane, so `hE` and `hW` are joint regularity conditions. The hypotheses `hEy`, `hWx` and `hWy` are the three periodicities, and `hC` fixes $C$. The conclusion holds for every `k0` and `q0`.

`field_reversal` is the statement at a single $k_y$, and `single_momentum_witness` is the example from the beginning, with its trajectory given explicitly.

The model is semiclassical: one band, a uniform static force, no scattering and no interband tunnelling. The average gives every $k_y$ equal weight, as for a uniformly filled line of momenta. `W` is any function with the stated properties and is not constructed from Bloch states, so `C` is a real number and no quantisation is derived. When $W$ is the Berry curvature of an isolated band, $C$ is that band's Chern number; the $k_y$-averaged displacement in a collisionless single-band simulation of Bloch oscillations can then be compared with this value for any force $F>0$.

## The Lean file

```lean
import Mathlib

open Real MeasureTheory

namespace TransverseBlochDrift

noncomputable section

/-- The transverse group velocity: the derivative of the band energy `E` with respect to `ky`. -/
def groupVelocity (E : ℝ → ℝ → ℝ) (kx ky : ℝ) : ℝ := deriv (fun q => E kx q) ky

/-- The transverse equation of motion `y' = ∂E/∂ky + F W` along `kx = k0 + F t` at fixed `ky`. -/
def IsDrift (E W : ℝ → ℝ → ℝ) (F k0 ky : ℝ) (y : ℝ → ℝ) : Prop :=
  ∀ t, HasDerivAt y (groupVelocity E (k0 + F * t) ky + F * W (k0 + F * t) ky) t

variable {E W : ℝ → ℝ → ℝ} {F k0 ky : ℝ}

/-- For a continuously differentiable band, the energy at fixed `kx` has the
group velocity as its derivative in `ky`. -/
theorem hasDerivAt_energy (hE : ContDiff ℝ 1 (Function.uncurry E)) (k q : ℝ) :
    HasDerivAt (fun s => E k s) (groupVelocity E k q) q := by
  have h1 : HasDerivAt (fun s : ℝ => (k, s)) ((0 : ℝ), (1 : ℝ)) q :=
    (hasDerivAt_const q k).prodMk (hasDerivAt_id q)
  have h2 : HasFDerivAt (Function.uncurry E) (fderiv ℝ (Function.uncurry E) (k, q))
      ((fun s : ℝ => (k, s)) q) := (hE.differentiable (by simp) (k, q)).hasFDerivAt
  have h3 : HasDerivAt (fun s => E k s)
      (fderiv ℝ (Function.uncurry E) (k, q) (0, 1)) q := h2.comp_hasDerivAt q h1
  exact h3.differentiableAt.hasDerivAt

/-- The group velocity of a continuously differentiable band is continuous in both momenta. -/
theorem continuous_groupVelocity (hE : ContDiff ℝ 1 (Function.uncurry E)) :
    Continuous (Function.uncurry (groupVelocity E)) := by
  have h : Function.uncurry (groupVelocity E) =
      fun p => fderiv ℝ (Function.uncurry E) p (0, 1) := by
    funext ⟨k, q⟩
    have h1 : HasDerivAt (fun s : ℝ => (k, s)) ((0 : ℝ), (1 : ℝ)) q :=
      (hasDerivAt_const q k).prodMk (hasDerivAt_id q)
    have h2 : HasFDerivAt (Function.uncurry E) (fderiv ℝ (Function.uncurry E) (k, q))
        ((fun s : ℝ => (k, s)) q) := (hE.differentiable (by simp) (k, q)).hasFDerivAt
    exact (hasDerivAt_energy hE k q).unique (h2.comp_hasDerivAt q h1)
  rw [h]
  exact (hE.continuous_fderiv (by simp)).clm_apply continuous_const

/-- For a continuously differentiable band, continuous `W` and nonzero force, the displacement
is `1/F` times the integral of the group velocity over the `kx` swept, plus that of `W`. -/
theorem displacement_eq (hE : ContDiff ℝ 1 (Function.uncurry E))
    (hW : Continuous (Function.uncurry W)) (hF : F ≠ 0) {y : ℝ → ℝ}
    (hy : IsDrift E W F k0 ky y) (T : ℝ) :
    y T - y 0 = F⁻¹ * (∫ k in k0..(k0 + F * T), groupVelocity E k ky)
      + ∫ k in k0..(k0 + F * T), W k ky := by
  have hl : Continuous fun k : ℝ => (k, ky) := by fun_prop
  have hv : Continuous fun k => groupVelocity E k ky := (continuous_groupVelocity hE).comp hl
  have hw : Continuous fun k => W k ky := hW.comp hl
  have hs : Continuous fun k => groupVelocity E k ky + F * W k ky :=
    hv.add (continuous_const.mul hw)
  have hFw : Continuous fun k => F * W k ky := continuous_const.mul hw
  have ht : Continuous fun t : ℝ => k0 + F * t := by fun_prop
  -- integrate the equation of motion, then trade time for crystal momentum
  have h1 := intervalIntegral.integral_eq_sub_of_hasDerivAt (a := 0) (b := T)
    (fun t _ => hy t) ((hs.comp ht).intervalIntegrable _ _)
  have h2 := intervalIntegral.integral_comp_add_mul (a := 0) (b := T)
    (fun k => groupVelocity E k ky + F * W k ky) hF k0
  refine h1.symm.trans (h2.trans ?_)
  rw [mul_zero, add_zero, intervalIntegral.integral_add (hv.intervalIntegrable _ _)
    (hFw.intervalIntegrable _ _), intervalIntegral.integral_const_mul,
    smul_eq_mul, mul_add, inv_mul_cancel_left₀ hF]

/-- The group velocity of a continuously differentiable band that is periodic in `ky`
integrates to zero over the zone. -/
theorem integral_groupVelocity (hE : ContDiff ℝ 1 (Function.uncurry E))
    (hEy : ∀ k, Function.Periodic (E k) (2 * π)) (k0 q0 : ℝ) :
    ∫ q in q0..(q0 + 2 * π), ∫ k in k0..(k0 + 2 * π), groupVelocity E k q = 0 := by
  have hq : q0 ≤ q0 + 2 * π := by linarith [pi_pos]
  have hk : k0 ≤ k0 + 2 * π := by linarith [pi_pos]
  have hc : Continuous (Function.uncurry fun q k => groupVelocity E k q) :=
    (continuous_groupVelocity hE).comp continuous_swap
  -- exchange the two momentum integrals
  have hswap : (∫ q in q0..(q0 + 2 * π), ∫ k in k0..(k0 + 2 * π), groupVelocity E k q)
      = ∫ k in k0..(k0 + 2 * π), ∫ q in q0..(q0 + 2 * π), groupVelocity E k q := by
    simp only [intervalIntegral.integral_of_le hq, intervalIntegral.integral_of_le hk]
    apply MeasureTheory.integral_integral_swap
    rw [Measure.prod_restrict]
    exact (hc.continuousOn.integrableOn_compact (isCompact_Icc.prod isCompact_Icc)).mono_set
      (Set.prod_mono Set.Ioc_subset_Icc_self Set.Ioc_subset_Icc_self)
  -- at each `kx` the energy returns to its value after one period in `ky`
  have hzero : ∀ k, ∫ q in q0..(q0 + 2 * π), groupVelocity E k q = 0 := by
    intro k
    have hv : Continuous fun q => groupVelocity E k q :=
      (continuous_groupVelocity hE).comp (by fun_prop : Continuous fun q : ℝ => (k, q))
    rw [intervalIntegral.integral_eq_sub_of_hasDerivAt
      (fun q _ => hasDerivAt_energy hE k q) (hv.intervalIntegrable _ _), hEy k q0, sub_self]
  rw [hswap]
  simp only [hzero, intervalIntegral.integral_zero]

/-- Let `E` be continuously differentiable and periodic in `ky`, and `W` continuous and periodic in
both momenta with zone integral `2πC`. For `F > 0` and trajectories that all start from the same
`kx`, one for each `ky`, the displacement over one Bloch period, averaged uniformly over `ky`,
equals `C`. -/
theorem mean_displacement (hE : ContDiff ℝ 1 (Function.uncurry E))
    (hEy : ∀ k, Function.Periodic (E k) (2 * π)) (hW : Continuous (Function.uncurry W))
    (hWx : ∀ q, Function.Periodic (fun k => W k q) (2 * π))
    (hWy : ∀ k, Function.Periodic (W k) (2 * π)) {C : ℝ}
    (hC : ∫ q in (0 : ℝ)..(2 * π), ∫ k in (0 : ℝ)..(2 * π), W k q = 2 * π * C)
    (hF : 0 < F) {y : ℝ → ℝ → ℝ} (hy : ∀ q, IsDrift E W F k0 q (y q)) (q0 : ℝ) :
    (∫ q in q0..(q0 + 2 * π), (y q (2 * π / F) - y q 0)) / (2 * π) = C := by
  have hT : F * (2 * π / F) = 2 * π := mul_div_cancel₀ _ hF.ne'
  have hd : ∀ q, y q (2 * π / F) - y q 0 =
      F⁻¹ * (∫ k in k0..(k0 + 2 * π), groupVelocity E k q)
        + ∫ k in k0..(k0 + 2 * π), W k q := by
    intro q
    have h := displacement_eq hE hW hF.ne' (hy q) (2 * π / F)
    rwa [hT] at h
  have hv2 : Continuous (Function.uncurry fun q k => groupVelocity E k q) :=
    (continuous_groupVelocity hE).comp continuous_swap
  have hw2 : Continuous (Function.uncurry fun q k => W k q) := hW.comp continuous_swap
  have hcv : Continuous fun q => F⁻¹ * ∫ k in k0..(k0 + 2 * π), groupVelocity E k q :=
    continuous_const.mul
      (intervalIntegral.continuous_parametric_intervalIntegral_of_continuous'
        (f := fun q k => groupVelocity E k q) hv2 k0 (k0 + 2 * π))
  have hcw : Continuous fun q => ∫ k in k0..(k0 + 2 * π), W k q :=
    intervalIntegral.continuous_parametric_intervalIntegral_of_continuous'
      (f := fun q k => W k q) hw2 k0 (k0 + 2 * π)
  -- periodicity moves the shifted zone back to the standard one
  have hper : Function.Periodic (fun q => ∫ k in k0..(k0 + 2 * π), W k q) (2 * π) := by
    intro q
    have h : ∀ k, W k (q + 2 * π) = W k q := fun k => hWy k q
    simp only [h]
  have hx : ∀ q, ∫ k in k0..(k0 + 2 * π), W k q = ∫ k in (0 : ℝ)..(2 * π), W k q := by
    intro q
    have h := (hWx q).intervalIntegral_add_eq k0 0
    rwa [zero_add] at h
  have hzone := hper.intervalIntegral_add_eq q0 0
  rw [zero_add] at hzone
  simp only [hd]
  rw [intervalIntegral.integral_add (hcv.intervalIntegrable _ _)
    (hcw.intervalIntegrable _ _), intervalIntegral.integral_const_mul,
    integral_groupVelocity hE hEy, mul_zero, zero_add, hzone]
  simp only [hx]
  rw [hC, mul_div_cancel_left₀ _ two_pi_pos.ne']

/-- Let `E` be continuously differentiable, `W` continuous, both periodic in `kx`, and `F > 0`.
At each `ky`, half the difference of the displacements under `F` and `-F` over one Bloch period,
from the same initial momentum, is the integral of `W` over `kx`. -/
theorem field_reversal (hE : ContDiff ℝ 1 (Function.uncurry E))
    (hEx : Function.Periodic E (2 * π)) (hW : Continuous (Function.uncurry W))
    (hWx : Function.Periodic W (2 * π)) (hF : 0 < F) {y z : ℝ → ℝ}
    (hy : IsDrift E W F k0 ky y) (hz : IsDrift E W (-F) k0 ky z) :
    ((y (2 * π / F) - y 0) - (z (2 * π / F) - z 0)) / 2
      = ∫ k in k0..(k0 + 2 * π), W k ky := by
  have hT : F * (2 * π / F) = 2 * π := mul_div_cancel₀ _ hF.ne'
  -- a backward sweep of the zone reverses the sign of a periodic integral
  have hback : ∀ g : ℝ → ℝ, Function.Periodic g (2 * π) →
      ∫ k in k0..(k0 + -(2 * π)), g k = -∫ k in k0..(k0 + 2 * π), g k := by
    intro g hg
    have h := hg.intervalIntegral_add_eq (k0 + -(2 * π)) k0
    rw [neg_add_cancel_right] at h
    rw [intervalIntegral.integral_symm, h]
  have hv : Function.Periodic (fun k => groupVelocity E k ky) (2 * π) := by
    intro k
    change deriv (E (k + 2 * π)) ky = deriv (E k) ky
    rw [hEx k]
  have hw : Function.Periodic (fun k => W k ky) (2 * π) := fun k => congrFun (hWx k) ky
  have h1 := displacement_eq hE hW hF.ne' hy (2 * π / F)
  have h2 := displacement_eq hE hW (neg_ne_zero.mpr hF.ne') hz (2 * π / F)
  rw [hT] at h1
  rw [neg_mul, hT, hback _ hv, hback _ hw, inv_neg, neg_mul_neg] at h2
  rw [h1, h2]
  ring

/-- For `E = sin ky`, constant `W = C/(2π)` and `F > 0`, an explicit drift at fixed `ky` has
displacement `C + 2π cos(ky)/F` over one Bloch period. -/
theorem single_momentum_witness (C k0 ky : ℝ) (hF : 0 < F) :
    let y : ℝ → ℝ := fun t => (cos ky + F * (C / (2 * π))) * t
    IsDrift (fun _ q => sin q) (fun _ _ => C / (2 * π)) F k0 ky y ∧
      y (2 * π / F) - y 0 = C + 2 * π * cos ky / F := by
  intro y
  constructor
  · intro t
    have hg : groupVelocity (fun _ q => sin q) (k0 + F * t) ky = cos ky :=
      (Real.hasDerivAt_sin ky).deriv
    rw [hg]
    exact ((hasDerivAt_id t).const_mul (cos ky + F * (C / (2 * π)))).congr_deriv (mul_one _)
  · have hp : π ≠ 0 := pi_ne_zero
    have hF' : F ≠ 0 := hF.ne'
    have h : F * (C / (2 * π)) * (2 * π / F) = C := by field_simp
    change (cos ky + F * (C / (2 * π))) * (2 * π / F)
      - (cos ky + F * (C / (2 * π))) * 0 = C + 2 * π * cos ky / F
    linear_combination h

end

end TransverseBlochDrift
```

```lean
#print axioms TransverseBlochDrift.mean_displacement
-- 'TransverseBlochDrift.mean_displacement' depends on axioms: [propext, Classical.choice, Quot.sound]
#print axioms TransverseBlochDrift.field_reversal
-- 'TransverseBlochDrift.field_reversal' depends on axioms: [propext, Classical.choice, Quot.sound]
```

## From the equation of motion to the displacement

`hasDerivAt_energy` shows that the energy at fixed $k_x$ is differentiable in $k_y$, by composing the derivative of `E` on the plane with the line `s ↦ (k, s)`. This matters because Lean's `deriv` returns zero where a function has no derivative; under `hE` that case does not arise.

`continuous_groupVelocity` identifies the group velocity with the full derivative of `E` applied to the direction `(0, 1)`. That derivative is continuous for a $C^1$ function, which supplies the continuity needed by the later integrals.

`displacement_eq` carries out the calculation at fixed $k_y$. The step `h1` is the fundamental theorem of calculus applied to the equation of motion, and `h2` is the substitution $k=k_0+Ft$. The final rewriting splits the integral and cancels $F^{-1}F$. The lemma needs only `F ≠ 0`, so it also serves for the reversed field.

## Where the periodicities enter

`integral_groupVelocity` proves that the dispersive part vanishes over the zone. `hswap` exchanges the integrals, using integrability of a continuous function on a compact rectangle. `hzero` evaluates the $k_y$ integral as a difference of energies, which is zero by `hEy`.

In `mean_displacement`, `hd` specialises the displacement formula to one Bloch period. The continuity statements `hcv` and `hcw` allow the average of the sum to be split into two averages. The first vanishes by the preceding lemma. For the second, `hx` moves the $k_x$ interval to $[0,2\pi]$, while `hper` and `hzone` move the $k_y$ interval. Then `hC` gives $2\pi C$, and division by $2\pi$ leaves $C$.

In `field_reversal`, `hback` is the sign rule for a backward sweep. It is applied to the group velocity through `hv` and to the curvature through `hw`; `hv` is the place where periodicity of `E` in $k_x$ is used. After both displacement formulas are inserted, `ring` takes half their difference.

`single_momentum_witness` differentiates the linear trajectory to verify the equation of motion, then evaluates it at the two end times.
